# Hartree energy of a uniform sphere and its ratio to \(\int n^{4/3}\)

In atomic units, one electron spread uniformly over a ball of radius \(R>0\), with density \(n = 3/(4\pi R^3)\), has Hartree energy \(U = 3/(5R)\), and its density satisfies \(\int n^{4/3}\,d^3r = (3/(4\pi))^{1/3}/R\). The ratio of the two is \(\tfrac35(4\pi/3)^{1/3}\) for every \(R\). It lies between 0.967 and 0.968 and is therefore below 1.092, the constant quoted for the Lieb–Oxford bound on one-electron densities.

## Physical setting

In atomic units the Hartree energy of a density \(n\) is
\[ U = \frac12\iint \frac{n(\mathbf r)\,n(\mathbf r')}{|\mathbf r-\mathbf r'|}\,d^3r\,d^3r' . \]
Let \(n\) be spherical and vanish beyond \(R\), and write \(r=|\mathbf r|\), \(s=|\mathbf r'|\). The angular average of \(1/|\mathbf r-\mathbf r'|\) is \(1/\max(r,s)\), and each volume element becomes a shell, \(4\pi r^2\,dr\) and \(4\pi s^2\,ds\). This gives
\[ U = \frac12\int_0^R\!\!\int_0^R \frac{16\pi^2 r^2 s^2\, n(r)\,n(s)}{\max(r,s)}\,ds\,dr, \qquad L = \int_0^R 4\pi r^2\, n(r)^{4/3}\,dr , \]
where \(L\) is the integral that appears in local-density exchange.

A bound of Lieb–Oxford type has the form \(E_{xc} \ge -C L\), with \(E_{xc}\) the exchange-correlation energy and \(C\) a constant independent of the density. For one electron \(E_{xc}=-U\), since exchange cancels the self-repulsion, and the bound reads \(U/L\le C\), with \(C=1.092\) the value quoted for that case. The result below tests this inequality on a single one-parameter family, the uniform spheres of radius \(R\), and is silent about every other density.

## Statement

Let \(N\) be a real number and \(c = 3N/(4\pi R^3)\) the constant density on the ball, with \(R>0\).

1. \(\int_0^R 4\pi r^2 c\,dr = N\) and \(U = 3N^2/(5R)\), for every \(N\).
2. \(L = (3/(4\pi))^{1/3}N^{4/3}/R\) for \(N\ge 0\).
3. \(U/L = \tfrac35(4\pi/3)^{1/3}N^{2/3}\) for \(N>0\).
4. \(0.967 < \tfrac35(4\pi/3)^{1/3} < 0.968\).
5. For \(N=1\), \(U/L<1.092\) and \(-1.092\,L < -U\).

The comparison with 1.092 is made for \(N=1\) only; by item 3 the ratio grows as \(N^{2/3}\).

## Derivation

Take first an arbitrary constant density \(c\). For \(0<r\le R\), split the inner integral at \(s=r\). The inner shells have \(\max(r,s)=r\) and the outer shells have \(\max(r,s)=s\), so
\[ \int_0^R \frac{s^2}{\max(r,s)}\,ds = \frac1r\int_0^r s^2\,ds + \int_r^R s\,ds = \frac{r^2}{3} + \frac{R^2-r^2}{2} = \frac{R^2}{2}-\frac{r^2}{6}. \]
The outer integrand is then a polynomial:
\[ U = 8\pi^2c^2\int_0^R \Big(\frac{R^2r^2}{2}-\frac{r^4}{6}\Big)dr = 8\pi^2c^2\Big(\frac{R^5}{6}-\frac{R^5}{30}\Big) = \frac{16\pi^2c^2R^5}{15}. \]
With \(c^2 = 9N^2/(16\pi^2R^6)\) this is \(9N^2/(15R) = 3N^2/(5R)\).

For any constant \(k\), \(\int_0^R 4\pi r^2k\,dr = (4\pi R^3/3)\,k\). The choice \(k=c\) gives \(N\). For \(L\) take \(k=c^{4/3}\) and set \(a = 3/(4\pi)\), so that \(c = aN/R^3\) and the volume is \(R^3/a\). Using \(a^{4/3}=a\cdot a^{1/3}\) and \((R^3)^{4/3}=R^4\),
\[ L = \frac{R^3}{a}\cdot\frac{a\,a^{1/3}N^{4/3}}{R^4} = \frac{a^{1/3}N^{4/3}}{R}. \]
Set \(x=(4\pi/3)^{1/3}\), so that \(a^{1/3}=1/x\), and write \(N^2=N^{4/3}N^{2/3}\). Then \(R\) and \(N^{4/3}\) cancel in the quotient and \(U/L = \tfrac35\,x\,N^{2/3}\).

The bounds \(0.967<\tfrac35x<0.968\) are equivalent to \(967/600 < x < 121/75\). Cubing, and using \(3.14<\pi<3.1416\),
\[ (967/600)^3 \approx 4.18625 < \tfrac43(3.14)\approx 4.18667 < x^3 < \tfrac43(3.1416) = 4.1888 < (121/75)^3\approx 4.19926 . \]
Since \(0.968<1.092\) and \(L>0\), multiplying \(U/L<1.092\) by \(L\) and changing sign gives \(-1.092\,L<-U\).

As a numerical instance take \(N=1\), \(R=2\). Then \(c=3/(32\pi)\approx0.02984\), \(U=0.3\), and \(a^{1/3}\approx0.62035\) gives \(L\approx0.31018\). The ratio is about \(0.9672\), and \(-U=-0.3\) lies above \(-1.092\,L\approx-0.3387\).

An easy mistake is to use \(1/r\) in place of \(1/\max(r,s)\) for all \(s\), as if the whole charge sat at the centre. The inner integral would be \(R^3/(3r)\), the energy \(4\pi^2c^2R^5/3 = 3/(4R)\) for \(N=1\), and the ratio about \(1.21\), an apparent violation of the bound. Per unit charge, an outer shell of radius \(s>r\) contributes the potential \(1/s\) at radius \(r\), which is smaller than \(1/r\).

## What the formal version assumes

A density is a function `n : ℝ → ℝ` of the radius. `hartreeEnergy n R` is the radial double integral for \(U\), iterated with \(s\) inside and \(r\) outside, and `ldaIntegral n R` is \(L\), with the real exponent `(4 : ℝ) / 3`. `uniformDensity N R` is the number \(c\), and the sphere is the constant function `fun _ => uniformDensity N R`. That function does not vanish beyond \(R\); the cut-off is carried by the limits of integration. The sharp edge is an idealisation: a one-electron wavefunction with this density would have infinite kinetic energy, although \(U\) and \(L\) are finite.

The kernel \(1/\max(r,s)\) is part of the definition, and the reduction from six dimensions to two radial ones is taken as given. The identification \(E_{xc}=-U\) and the role of 1.092 as a constant for all one-electron densities are physical background, and no theorem below mentions either. In Lean `1.092` is simply the exact number \(1092/1000\). The electron number `N` is real and need not be an integer. The hypothesis `0 ≤ N` lets the power \(4/3\) be taken factor by factor, and `0 < N` lets \(N^{4/3}\) be cancelled. At the single point \(r=s=0\) the integrand is \(0/0\), which Lean reads as 0, in agreement with the value on the rest of the line \(r=0\).

The main theorem `one_electron_uniform_sphere` takes `0 < R` and states five things for \(N=1\): the value of \(U\), the value of \(L\), the value of \(U/L\), the inequality \(U/L<1.092\), and \(-1.092\,L<-U\). The normalisation and the interval \((0.967, 0.968)\) are the separate theorems `uniform_normalised` and `ratio_bounds`.

## The Lean file

```lean
import Mathlib

open Real intervalIntegral

namespace UniformSphereLiebOxford

noncomputable section

/-- Hartree energy of a spherical density `n(r)` on the ball of radius `R`, written with the
angle-averaged Coulomb kernel `1 / max(r, s)`. -/
def hartreeEnergy (n : ℝ → ℝ) (R : ℝ) : ℝ :=
  (1 / 2) * ∫ r in (0 : ℝ)..R, ∫ s in (0 : ℝ)..R,
    16 * π ^ 2 * r ^ 2 * s ^ 2 * n r * n s / max r s

/-- The integral of `n^(4/3)` over the ball of radius `R` for a spherical density `n(r)`. -/
def ldaIntegral (n : ℝ → ℝ) (R : ℝ) : ℝ :=
  ∫ r in (0 : ℝ)..R, 4 * π * r ^ 2 * (n r) ^ ((4 : ℝ) / 3)

/-- The value `3 N / (4 π R³)` of the uniform density inside the sphere of radius `R`. -/
def uniformDensity (N R : ℝ) : ℝ := 3 * N / (4 * π * R ^ 3)

/-- For `0 < r ≤ R` the radial integral of `s² / max(r, s)` over `[0, R]` is `R²/2 - r²/6`. -/
theorem kernel_integral {r R : ℝ} (hr : 0 < r) (hrR : r ≤ R) :
    ∫ s in (0 : ℝ)..R, s ^ 2 / max r s = R ^ 2 / 2 - r ^ 2 / 6 := by
  have hc : Continuous fun s : ℝ => s ^ 2 / max r s :=
    Continuous.div (continuous_pow 2) (continuous_const.max continuous_id)
      (fun s => (lt_max_of_lt_left hr).ne')
  -- inner shells `s ≤ r`
  have h1 : ∫ s in (0 : ℝ)..r, s ^ 2 / max r s = ∫ s in (0 : ℝ)..r, s ^ 2 / r := by
    refine integral_congr fun s hs => ?_
    rw [Set.uIcc_of_le hr.le] at hs
    simp only [max_eq_left hs.2]
  -- outer shells `s ≥ r`
  have h2 : ∫ s in r..R, s ^ 2 / max r s = ∫ s in r..R, s := by
    refine integral_congr fun s hs => ?_
    rw [Set.uIcc_of_le hrR] at hs
    have hs0 : s ≠ 0 := (lt_of_lt_of_le hr hs.1).ne'
    simp only [max_eq_right hs.1]
    rw [pow_two, mul_div_assoc, div_self hs0, mul_one]
  rw [← integral_add_adjacent_intervals (hc.intervalIntegrable 0 r) (hc.intervalIntegrable r R),
    h1, h2, intervalIntegral.integral_div, integral_pow, integral_id]
  have hr0 : r ≠ 0 := hr.ne'
  push_cast
  field_simp
  ring

/-- A constant density `c` on the ball of radius `R ≥ 0` has Hartree energy
`16 π² c² R⁵ / 15`. -/
theorem hartreeEnergy_const (c : ℝ) {R : ℝ} (hR : 0 ≤ R) :
    hartreeEnergy (fun _ => c) R = 16 * π ^ 2 * c ^ 2 * R ^ 5 / 15 := by
  -- the inner integral turns the outer integrand into a polynomial
  have h : (∫ r in (0 : ℝ)..R, ∫ s in (0 : ℝ)..R,
        16 * π ^ 2 * r ^ 2 * s ^ 2 * c * c / max r s)
      = ∫ r in (0 : ℝ)..R,
        ((8 * π ^ 2 * c ^ 2 * R ^ 2) * r ^ 2 - (8 * π ^ 2 * c ^ 2 / 3) * r ^ 4) := by
    refine integral_congr fun r hr => ?_
    rw [Set.uIcc_of_le hR] at hr
    rcases hr.1.eq_or_lt with h0 | h0
    · subst h0
      simp
    · have e : ∀ s : ℝ, 16 * π ^ 2 * r ^ 2 * s ^ 2 * c * c / max r s
          = (16 * π ^ 2 * r ^ 2 * c * c) * (s ^ 2 / max r s) := fun s => by ring
      simp only [e]
      rw [intervalIntegral.integral_const_mul, kernel_integral h0 hr.2]
      ring
  have i1 : IntervalIntegrable (fun r : ℝ => (8 * π ^ 2 * c ^ 2 * R ^ 2) * r ^ 2)
      MeasureTheory.volume 0 R := Continuous.intervalIntegrable (by fun_prop) _ _
  have i2 : IntervalIntegrable (fun r : ℝ => (8 * π ^ 2 * c ^ 2 / 3) * r ^ 4)
      MeasureTheory.volume 0 R := Continuous.intervalIntegrable (by fun_prop) _ _
  simp only [hartreeEnergy]
  rw [h, intervalIntegral.integral_sub i1 i2, intervalIntegral.integral_const_mul,
    intervalIntegral.integral_const_mul, integral_pow, integral_pow]
  push_cast
  ring

/-- The radial integral of `4 π r² k` over `[0, R]` is `(4 π R³ / 3) k`. -/
theorem shell_integral_const (k R : ℝ) :
    ∫ r in (0 : ℝ)..R, 4 * π * r ^ 2 * k = 4 * π * R ^ 3 / 3 * k := by
  have e : ∀ r : ℝ, 4 * π * r ^ 2 * k = (4 * π * k) * r ^ 2 := fun r => by ring
  simp only [e]
  rw [intervalIntegral.integral_const_mul, integral_pow]
  push_cast
  ring

/-- The uniform density integrates to `N` over the sphere of radius `R > 0`. -/
theorem uniform_normalised (N : ℝ) {R : ℝ} (hR : 0 < R) :
    ∫ r in (0 : ℝ)..R, 4 * π * r ^ 2 * uniformDensity N R = N := by
  have hR0 : R ≠ 0 := hR.ne'
  have hp : π ≠ 0 := pi_ne_zero
  rw [shell_integral_const, uniformDensity]
  field_simp

/-- The uniform sphere has Hartree energy `3 N² / (5 R)`. -/
theorem hartreeEnergy_uniform (N : ℝ) {R : ℝ} (hR : 0 < R) :
    hartreeEnergy (fun _ => uniformDensity N R) R = 3 * N ^ 2 / (5 * R) := by
  have hR0 : R ≠ 0 := hR.ne'
  have hp : π ≠ 0 := pi_ne_zero
  rw [hartreeEnergy_const _ hR.le, uniformDensity]
  field_simp
  ring

/-- For the uniform sphere with `N ≥ 0` the integral of `n^(4/3)` is
`(3 / (4 π))^(1/3) N^(4/3) / R`. -/
theorem ldaIntegral_uniform {N R : ℝ} (hN : 0 ≤ N) (hR : 0 < R) :
    ldaIntegral (fun _ => uniformDensity N R) R
      = (3 / (4 * π)) ^ ((1 : ℝ) / 3) * N ^ ((4 : ℝ) / 3) / R := by
  have hR0 : R ≠ 0 := hR.ne'
  have hp : π ≠ 0 := pi_ne_zero
  have ha : (0 : ℝ) < 3 / (4 * π) := by positivity
  have h1 : uniformDensity N R = 3 / (4 * π) * N / R ^ 3 := by
    unfold uniformDensity
    field_simp
  have hR4 : (R ^ 3) ^ ((4 : ℝ) / 3) = R ^ 4 := by
    rw [← Real.rpow_natCast R 3, ← Real.rpow_mul hR.le, ← Real.rpow_natCast R 4]
    congr 1
    norm_num
  have ha4 : (3 / (4 * π)) ^ ((4 : ℝ) / 3) = 3 / (4 * π) * (3 / (4 * π)) ^ ((1 : ℝ) / 3) := by
    rw [show (4 : ℝ) / 3 = 1 + 1 / 3 by norm_num, Real.rpow_add ha, Real.rpow_one]
  -- the power 4/3 of the density, factor by factor
  have hn : (uniformDensity N R) ^ ((4 : ℝ) / 3)
      = 3 / (4 * π) * (3 / (4 * π)) ^ ((1 : ℝ) / 3) * N ^ ((4 : ℝ) / 3) / R ^ 4 := by
    rw [h1, Real.div_rpow (mul_nonneg ha.le hN) (pow_pos hR 3).le, Real.mul_rpow ha.le hN,
      hR4, ha4]
  have key : ∀ x y : ℝ, 4 * π * R ^ 3 / 3 * (3 / (4 * π) * x * y / R ^ 4) = x * y / R := by
    intro x y
    field_simp
  simp only [ldaIntegral]
  rw [shell_integral_const, hn]
  exact key _ _

/-- For the uniform sphere with `N > 0` the ratio of the Hartree energy to the integral of
`n^(4/3)` is `(3/5) (4 π / 3)^(1/3) N^(2/3)` for every radius `R > 0`. -/
theorem ratio_uniform {N R : ℝ} (hN : 0 < N) (hR : 0 < R) :
    hartreeEnergy (fun _ => uniformDensity N R) R / ldaIntegral (fun _ => uniformDensity N R) R
      = 3 / 5 * (4 * π / 3) ^ ((1 : ℝ) / 3) * N ^ ((2 : ℝ) / 3) := by
  have hb : (0 : ℝ) < 4 * π / 3 := by positivity
  have hinv : (3 / (4 * π)) ^ ((1 : ℝ) / 3) = ((4 * π / 3) ^ ((1 : ℝ) / 3))⁻¹ := by
    rw [← Real.inv_rpow hb.le, inv_div]
  have hN2 : N ^ 2 = N ^ ((4 : ℝ) / 3) * N ^ ((2 : ℝ) / 3) := by
    rw [← Real.rpow_add hN, ← Real.rpow_natCast N 2]
    congr 1
    norm_num
  -- the radius cancels
  have key : ∀ x y z : ℝ, y ≠ 0 →
      3 * (y * z) / (5 * R) / (x⁻¹ * y / R) = 3 / 5 * x * z := by
    intro x y z hy
    have e : 3 * (y * z) / (5 * R) / (x⁻¹ * y / R)
        = 3 / 5 * x * z * (y * y⁻¹) * (R * R⁻¹) := by
      simp only [div_eq_mul_inv, mul_inv, inv_inv]
      ring
    rw [e, mul_inv_cancel₀ hy, mul_inv_cancel₀ hR.ne', mul_one, mul_one]
  rw [hartreeEnergy_uniform N hR, ldaIntegral_uniform hN.le hR, hinv, hN2]
  exact key _ _ _ (Real.rpow_pos_of_pos hN _).ne'

/-- The number `(3/5) (4 π / 3)^(1/3)` lies between `0.967` and `0.968`. -/
theorem ratio_bounds :
    (0.967 : ℝ) < 3 / 5 * (4 * π / 3) ^ ((1 : ℝ) / 3) ∧
      3 / 5 * (4 * π / 3) ^ ((1 : ℝ) / 3) < (0.968 : ℝ) := by
  have hb : (0 : ℝ) < 4 * π / 3 := by positivity
  have h3 : ((4 * π / 3) ^ ((1 : ℝ) / 3)) ^ 3 = 4 * π / 3 := by
    rw [← Real.rpow_natCast _ 3, ← Real.rpow_mul hb.le,
      show (1 : ℝ) / 3 * ((3 : ℕ) : ℝ) = 1 by norm_num, Real.rpow_one]
  have e1 : (967 / 600 : ℝ) ^ 3 = 904231063 / 216000000 := by norm_num
  have e2 : (121 / 75 : ℝ) ^ 3 = 1771561 / 421875 := by norm_num
  have p1 := Real.pi_gt_d2
  have p2 := Real.pi_lt_d4
  -- compare cubes
  have hlo : (967 / 600 : ℝ) < (4 * π / 3) ^ ((1 : ℝ) / 3) :=
    lt_of_pow_lt_pow_left₀ 3 (Real.rpow_pos_of_pos hb _).le (by rw [h3, e1]; linarith)
  have hhi : (4 * π / 3) ^ ((1 : ℝ) / 3) < (121 / 75 : ℝ) :=
    lt_of_pow_lt_pow_left₀ 3 (by norm_num) (by rw [h3, e2]; linarith)
  constructor <;> linarith

/-- For the uniform sphere `n = 3 / (4 π R³)`, `R > 0`: `U = 3 / (5 R)`, the integral of
`n^(4/3)` is `(3 / (4 π))^(1/3) / R`, their ratio is `(3/5) (4 π / 3)^(1/3)` and is below
`1.092`, and `-U` exceeds `-1.092` times the integral of `n^(4/3)`. -/
theorem one_electron_uniform_sphere {R : ℝ} (hR : 0 < R) :
    hartreeEnergy (fun _ => uniformDensity 1 R) R = 3 / (5 * R) ∧
    ldaIntegral (fun _ => uniformDensity 1 R) R = (3 / (4 * π)) ^ ((1 : ℝ) / 3) / R ∧
    hartreeEnergy (fun _ => uniformDensity 1 R) R / ldaIntegral (fun _ => uniformDensity 1 R) R
      = 3 / 5 * (4 * π / 3) ^ ((1 : ℝ) / 3) ∧
    hartreeEnergy (fun _ => uniformDensity 1 R) R / ldaIntegral (fun _ => uniformDensity 1 R) R
      < 1.092 ∧
    -(1.092 * ldaIntegral (fun _ => uniformDensity 1 R) R)
      < -hartreeEnergy (fun _ => uniformDensity 1 R) R := by
  have hU := hartreeEnergy_uniform 1 hR
  have hL := ldaIntegral_uniform zero_le_one hR
  have hq := ratio_uniform one_pos hR
  rw [one_pow, mul_one] at hU
  rw [Real.one_rpow, mul_one] at hL
  rw [Real.one_rpow, mul_one] at hq
  have hpos : 0 < ldaIntegral (fun _ => uniformDensity 1 R) R := by
    rw [hL]
    positivity
  have hlt : hartreeEnergy (fun _ => uniformDensity 1 R) R
      / ldaIntegral (fun _ => uniformDensity 1 R) R < 1.092 := by
    rw [hq]
    linarith [ratio_bounds.2]
  exact ⟨hU, hL, hq, hlt, neg_lt_neg ((div_lt_iff₀ hpos).1 hlt)⟩

end

end UniformSphereLiebOxford
```

```lean
#print axioms UniformSphereLiebOxford.uniform_normalised
#print axioms UniformSphereLiebOxford.hartreeEnergy_uniform
#print axioms UniformSphereLiebOxford.one_electron_uniform_sphere
```

```
'UniformSphereLiebOxford.uniform_normalised' depends on axioms: [propext, Classical.choice, Quot.sound]
'UniformSphereLiebOxford.hartreeEnergy_uniform' depends on axioms: [propext, Classical.choice, Quot.sound]
'UniformSphereLiebOxford.one_electron_uniform_sphere' depends on axioms: [propext, Classical.choice, Quot.sound]
```

## Notes on the proof

`kernel_integral` is the split at \(s=r\). The integrand is continuous because \(\max(r,s)\ge r>0\) (`hc`), which gives the integrability needed by `integral_add_adjacent_intervals`. The steps `h1` and `h2` replace the maximum by \(r\) on \([0,r]\) and by \(s\) on \([r,R]\), and `integral_pow` and `integral_id` evaluate the two parts.

`hartreeEnergy_const` turns the outer integrand into \(8\pi^2c^2R^2r^2-\tfrac83\pi^2c^2r^4\) in `h`, before the prefactor \(\tfrac12\) is applied. The equality is shown at each \(r\in[0,R]\). Since `kernel_integral` needs \(r>0\), the case \(r=0\) is treated apart, where the factor \(r^2\) makes both sides zero. The theorem allows \(R=0\), where it reads \(0=0\). `hartreeEnergy_uniform` inserts \(c\) and clears denominators.

`shell_integral_const` is the volume formula and serves both `uniform_normalised` and `ldaIntegral_uniform`. In the latter, `hR4` is \((R^3)^{4/3}=R^4\), `ha4` is \(a^{4/3}=a\cdot a^{1/3}\), `hn` assembles \(c^{4/3}\), and `key` cancels the volume with the fractional powers replaced by variables.

`ratio_uniform` uses `hinv` for \(a^{1/3}=1/x\) and `hN2` for \(N^2=N^{4/3}N^{2/3}\); its `key` cancels \(R\) and \(N^{4/3}\). `ratio_bounds` proves \(x^3=4\pi/3\) in `h3`, computes the two cubes as exact fractions in `e1` and `e2`, takes the bounds on \(\pi\) from `Real.pi_gt_d2` and `Real.pi_lt_d4`, and passes from cubes back to the numbers by `lt_of_pow_lt_pow_left₀`. The main theorem sets \(N=1\) in the general results, obtains \(L>0\) as `hpos`, and derives the last inequality from the fourth by `div_lt_iff₀` and `neg_lt_neg`.
